# A matrix on a finite ring commutes with all momentum projectors exactly when it is translation invariant

On a ring of two sites, let X be the matrix that swaps the sites; the projectors onto the two crystal momenta are

P_0 = (1 + X)/2,  P_1 = (1 − X)/2,

so a 2×2 matrix H commutes with both exactly when it commutes with X, which means H_(0,0) = H_(1,1) and H_(0,1) = H_(1,0). On a ring of N ≥ 1 sites the one-site translation takes the place of X, and a complex matrix H commutes with every momentum projector if and only if H_(m+1,n+1) = H_(m,n) for all sites m and n, with indices taken modulo N.

```lean
import Mathlib

open Matrix

namespace BlochSectors

noncomputable section

variable {N : ℕ} [NeZero N]

/-- The Fourier projector onto crystal momentum `k` on a ring of `N ≥ 1` sites: its entries are
the plane-wave phase of `k * (m - n)` divided by `N`. -/
def blochProjector (k : ZMod N) : Matrix (ZMod N) (ZMod N) ℂ :=
  Matrix.of fun m n => ZMod.stdAddChar (k * (m - n)) / (N : ℂ)

/-- The translation by one site, which moves a particle from site `n` to site `n + 1`. -/
def translation : Matrix (ZMod N) (ZMod N) ℂ :=
  Matrix.of fun m n => if m = n + 1 then 1 else 0

/-- A matrix on the ring is translation invariant if its entries do not change when both sites
are moved by one. -/
def TranslationInvariant (H : Matrix (ZMod N) (ZMod N) ℂ) : Prop :=
  ∀ m n, H (m + 1) (n + 1) = H m n

/-- The Fourier transform at momentum `k` of the hopping amplitudes `H r 0` from site `0`. -/
def bandEnergy (H : Matrix (ZMod N) (ZMod N) ℂ) (k : ZMod N) : ℂ :=
  ∑ r, H r 0 * ZMod.stdAddChar (-(k * r))

/-- For integer labels, the entries of the Bloch projector are `exp(2πi k(m - n)/N)/N`. -/
theorem blochProjector_entry (k m n : ℤ) :
    blochProjector (N := N) (k : ZMod N) (m : ZMod N) (n : ZMod N) =
      Complex.exp (2 * Real.pi * Complex.I * k * (m - n) / N) / N := by
  have h : (k : ZMod N) * ((m : ZMod N) - (n : ZMod N)) = ((k * (m - n) : ℤ) : ZMod N) := by
    simp
  simp only [blochProjector, Matrix.of_apply]
  rw [h, ZMod.stdAddChar_coe]
  push_cast
  ring_nf

/-- The plane-wave phases at separation `a`, summed over all momenta, give `N` if `a = 0` and
cancel otherwise. -/
theorem sum_phases (a : ZMod N) :
    ∑ k : ZMod N, (ZMod.stdAddChar (k * a) : ℂ) = if a = 0 then (N : ℂ) else 0 := by
  have h := AddChar.sum_mulShift a (ZMod.isPrimitive_stdAddChar N)
  rw [h]
  by_cases ha : a = 0 <;> simp [ha, ZMod.card]

/-- Each Bloch projector is Hermitian. -/
theorem blochProjector_isHermitian (k : ZMod N) : (blochProjector k).IsHermitian := by
  refine Matrix.IsHermitian.ext fun m n => ?_
  simp only [blochProjector, Matrix.of_apply, star_div₀, star_natCast]
  rw [show k * (m - n) = -(k * (n - m)) by ring, AddChar.map_neg_eq_conj]
  rfl

/-- Bloch projectors are idempotent, and those of different momenta multiply to zero. -/
theorem blochProjector_mul (k l : ZMod N) :
    blochProjector k * blochProjector l = if k = l then blochProjector k else 0 := by
  have hN : (N : ℂ) ≠ 0 := Nat.cast_ne_zero.mpr (NeZero.ne N)
  ext m n
  -- the intermediate site j enters only through the phase of j * (l - k)
  have h : ∀ j : ZMod N, blochProjector k m j * blochProjector l j n =
      ZMod.stdAddChar (k * m - l * n) / (N : ℂ) ^ 2 * ZMod.stdAddChar (j * (l - k)) := by
    intro j
    have e : (ZMod.stdAddChar (k * (m - j)) : ℂ) * ZMod.stdAddChar (l * (j - n)) =
        ZMod.stdAddChar (k * m - l * n) * ZMod.stdAddChar (j * (l - k)) := by
      rw [← AddChar.map_add_eq_mul, ← AddChar.map_add_eq_mul]
      congr 1
      ring
    simp only [blochProjector, Matrix.of_apply]
    rw [div_mul_div_comm, e]
    ring
  rw [Matrix.mul_apply, Finset.sum_congr rfl fun j _ => h j, ← Finset.mul_sum, sum_phases]
  by_cases hkl : k = l
  · subst hkl
    rw [if_pos (sub_self k), if_pos rfl]
    simp only [blochProjector, Matrix.of_apply]
    rw [mul_sub]
    field_simp
  · rw [if_neg (sub_ne_zero.mpr (Ne.symm hkl)), if_neg hkl, mul_zero, Matrix.zero_apply]

/-- The Bloch projectors of all momenta add up to the identity. -/
theorem sum_blochProjector : ∑ k : ZMod N, blochProjector k = 1 := by
  have hN : (N : ℂ) ≠ 0 := Nat.cast_ne_zero.mpr (NeZero.ne N)
  ext m n
  rw [Matrix.sum_apply]
  simp only [blochProjector, Matrix.of_apply]
  rw [← Finset.sum_div, sum_phases, Matrix.one_apply]
  by_cases h : m = n
  · rw [if_pos (sub_eq_zero.mpr h), if_pos h, div_self hN]
  · rw [if_neg (sub_ne_zero.mpr h), if_neg h, zero_div]

/-- The one-site translation is the sum of the Bloch projectors weighted by the phases
`exp(-2πi k/N)`. -/
theorem translation_eq_sum :
    translation = ∑ k : ZMod N, (ZMod.stdAddChar (-k) : ℂ) • blochProjector k := by
  have hN : (N : ℂ) ≠ 0 := Nat.cast_ne_zero.mpr (NeZero.ne N)
  ext m n
  have h : ∀ k : ZMod N, ((ZMod.stdAddChar (-k) : ℂ) • blochProjector k) m n =
      ZMod.stdAddChar (k * (m - (n + 1))) / (N : ℂ) := by
    intro k
    simp only [blochProjector, Matrix.smul_apply, Matrix.of_apply, smul_eq_mul]
    rw [← mul_div_assoc, ← AddChar.map_add_eq_mul,
      show -k + k * (m - n) = k * (m - (n + 1)) by ring]
  rw [Matrix.sum_apply, Finset.sum_congr rfl fun k _ => h k, ← Finset.sum_div, sum_phases]
  simp only [translation, Matrix.of_apply]
  by_cases hmn : m = n + 1
  · rw [if_pos hmn, if_pos (sub_eq_zero.mpr hmn), div_self hN]
  · rw [if_neg hmn, if_neg (sub_ne_zero.mpr hmn), zero_div]

/-- A translation-invariant matrix keeps its entries when both sites are moved by any common
number of steps `r`. -/
theorem TranslationInvariant.shift {H : Matrix (ZMod N) (ZMod N) ℂ}
    (hH : TranslationInvariant H) (m n r : ZMod N) : H (m + r) (n + r) = H m n := by
  have h : ∀ s : ℕ, H (m + (s : ZMod N)) (n + (s : ZMod N)) = H m n := by
    intro s
    induction s with
    | zero => simp
    | succ s ih => rw [Nat.cast_succ, ← add_assoc, ← add_assoc, hH, ih]
  have hr := h r.val
  rwa [ZMod.natCast_zmod_val] at hr

/-- A complex matrix on the ring commutes with all Bloch projectors if and only if it is
translation invariant. -/
theorem commutes_iff_translationInvariant (H : Matrix (ZMod N) (ZMod N) ℂ) :
    (∀ k, H * blochProjector k = blochProjector k * H) ↔ TranslationInvariant H := by
  constructor
  · intro h m n
    -- H commutes with the translation, a combination of the projectors
    have hT : H * translation = translation * H := by
      rw [translation_eq_sum, Finset.mul_sum, Finset.sum_mul]
      refine Finset.sum_congr rfl fun k _ => ?_
      rw [Matrix.mul_smul, Matrix.smul_mul, h k]
    have e := congrFun (congrFun hT (m + 1)) n
    simpa [Matrix.mul_apply, translation] using e
  · intro hH k
    ext m n
    rw [Matrix.mul_apply, Matrix.mul_apply]
    -- reflect the intermediate site, j ↦ m + n - j
    rw [← Equiv.sum_comp (Equiv.subLeft (m + n))]
    refine Finset.sum_congr rfl fun j _ => ?_
    have h1 := hH.shift j n (m - j)
    rw [show j + (m - j) = m by ring, show n + (m - j) = m + n - j by ring] at h1
    simp only [Equiv.subLeft_apply, blochProjector, Matrix.of_apply]
    rw [h1, show m + n - j - n = m - j by ring, mul_comm]

/-- On the sector of momentum `k`, a translation-invariant matrix acts as multiplication by the
Fourier transform of its hopping amplitudes. -/
theorem mul_blochProjector {H : Matrix (ZMod N) (ZMod N) ℂ}
    (hH : TranslationInvariant H) (k : ZMod N) :
    H * blochProjector k = bandEnergy H k • blochProjector k := by
  ext m n
  simp only [Matrix.mul_apply, Matrix.smul_apply, smul_eq_mul, bandEnergy]
  -- sum over the hopping distance r = m - j
  rw [← Equiv.sum_comp (Equiv.subLeft m), Finset.sum_mul]
  refine Finset.sum_congr rfl fun r _ => ?_
  have h1 := hH.shift r 0 (m - r)
  rw [show r + (m - r) = m by ring, zero_add] at h1
  have h2 : (ZMod.stdAddChar (k * (m - r - n)) : ℂ) =
      ZMod.stdAddChar (-(k * r)) * ZMod.stdAddChar (k * (m - n)) := by
    rw [← AddChar.map_add_eq_mul]
    congr 1
    ring
  simp only [Equiv.subLeft_apply, blochProjector, Matrix.of_apply]
  rw [h1, h2]
  ring

/-- A translation-invariant matrix is the sum of the Bloch projectors weighted by the Fourier
transform of its hopping amplitudes. -/
theorem band_decomposition {H : Matrix (ZMod N) (ZMod N) ℂ}
    (hH : TranslationInvariant H) : H = ∑ k, bandEnergy H k • blochProjector k := by
  calc H = H * ∑ k : ZMod N, blochProjector k := by rw [sum_blochProjector, mul_one]
    _ = ∑ k, H * blochProjector k := Finset.mul_sum _ _ _
    _ = ∑ k, bandEnergy H k • blochProjector k :=
      Finset.sum_congr rfl fun k _ => mul_blochProjector hH k

end

end BlochSectors
```

```lean
#print axioms BlochSectors.blochProjector_isHermitian
-- 'BlochSectors.blochProjector_isHermitian' depends on axioms: [propext, Classical.choice, Quot.sound]
#print axioms BlochSectors.blochProjector_mul
-- 'BlochSectors.blochProjector_mul' depends on axioms: [propext, Classical.choice, Quot.sound]
#print axioms BlochSectors.commutes_iff_translationInvariant
-- 'BlochSectors.commutes_iff_translationInvariant' depends on axioms: [propext, Classical.choice, Quot.sound]
#print axioms BlochSectors.band_decomposition
-- 'BlochSectors.band_decomposition' depends on axioms: [propext, Classical.choice, Quot.sound]
```

## Momentum sectors that H does not mix

The physical question is when a Hamiltonian conserves crystal momentum. If H commutes with all the projectors P_k, then for k ≠ l

P_k H P_l = H P_k P_l = 0,

so H has no matrix element between different momenta. The theorem `commutes_iff_translationInvariant` says that this commutation is equivalent to a condition on the entries of H in the site basis: moving both sites by one step changes nothing.

Sites and momenta are both elements of `ZMod N`, the integers modulo N, so site N is site 0 again and the ring has no ends. The assumption `[NeZero N]` is N ≥ 1. Write

e(a) = exp(2πi a/N)

for a modulo N; this is `ZMod.stdAddChar a`. The definition `blochProjector` sets

(P_k)_(m,n) = e(k(m − n))/N,

and `blochProjector_entry` confirms the explicit exponential for integer labels. In Dirac notation P_k = |k⟩⟨k|, where the normalised plane wave |k⟩ has amplitude e(km)/√N on site m. The label k counts momenta; with lattice spacing d, the textbook wave number is 2πk/(Nd), up to a reciprocal lattice vector.

The matrix `translation`, written T below, moves a particle from site n to site n + 1. The predicate `TranslationInvariant H` is the condition on the entries. The matrix H is any complex N×N matrix and need not be Hermitian.

For translation-invariant H, two further theorems give its action on each sector. With

E_k = Σ_r H_(r,0) e(−kr),

which is `bandEnergy H k`, they state

H P_k = E_k P_k,  H = Σ_k E_k P_k.

Here H_(0,0) is the on-site energy and, for r ≠ 0, H_(r,0) is the amplitude for hopping from site 0 to site r. Despite its name, `bandEnergy` is in general a complex number, because H may be non-Hermitian.

In Hückel theory for a ring of identical atoms joined by equal bonds, with independent electrons and one equivalent orbital per atom, these formulas replace the diagonalisation of an N×N matrix by N Fourier sums. The step left to physical judgement is the description of a real molecule or crystal by such a matrix. Bloch's theorem for an electron in a continuous periodic potential gives a plane wave times a cell-periodic function; here there is a single amplitude per cell, and the amplitudes of |k⟩ follow the plane wave alone. The wave function built from these amplitudes and the atomic orbitals still varies within each cell.

## Phases that cancel unless the separation is zero

The product rule for the projectors, their completeness and the formula for T all rest on one sum, written here over momenta:

Σ_k e(ka) = N if a = 0, and 0 otherwise.

For a = 0 each of the N terms is 1. For a ≠ 0 put q = e(a). Then q ≠ 1 and q^N = 1, so the geometric series gives (q^N − 1)/(q − 1) = 0. In Lean, `sum_phases` obtains this from Mathlib's theorem on sums of a primitive character, where primitivity plays the part of q ≠ 1.

The product of two projectors has entries

(P_k P_l)_(m,n) = N⁻² Σ_j e(k(m − j)) e(l(j − n))
= N⁻² e(km − ln) Σ_j e(j(l − k)).

The last sum is N for k = l and zero otherwise. Hence P_k² = P_k, and P_k P_l = 0 for k ≠ l. This is `blochProjector_mul`, whose inner statement `h` separates the phase that depends on j from the rest. Hermiticity, `blochProjector_isHermitian`, follows because complex conjugation reverses the sign of the phase:

conj(e(k(n − m))) = e(k(m − n)).

Summing the projectors themselves gives

Σ_k (P_k)_(m,n) = (1/N) Σ_k e(k(m − n)),

which is 1 for m = n and 0 otherwise. The projectors therefore add up to the identity, as `sum_blochProjector` states.

## From commuting projectors to equal entries

The translation is a combination of the projectors. Weighting P_k by e(−k) gives

Σ_k e(−k)(P_k)_(m,n) = (1/N) Σ_k e(k(m − n − 1)),

which is 1 when m = n + 1 and 0 otherwise. These are the entries of T, so

T = Σ_k e(−k) P_k.

This is `translation_eq_sum`. For N = 2 the weights are 1 and −1, and the formula reads X = P_0 − P_1.

Suppose now that H commutes with every P_k. Then

HT = Σ_k e(−k) H P_k = Σ_k e(−k) P_k H = TH.

Compare the entries in row m + 1 and column n. On the left, T has its only nonzero entry of column n in row n + 1; on the right, its only nonzero entry of row m + 1 is in column m:

(HT)_(m+1,n) = H_(m+1,n+1),
(TH)_(m+1,n) = H_(m,n).

The two are equal, which is translation invariance. In the Lean proof, `hT` is the commutation with T, the two uses of `congrFun` select this entry, and `simpa` evaluates the two matrix products.

## From equal entries to commuting projectors

Suppose instead that H is translation invariant. Repeating the one-step condition s times gives H_(m+s,n+s) = H_(m,n) for every natural number s. Each r modulo N is represented by such an s, so

H_(m+r,n+r) = H_(m,n).

The lemma `TranslationInvariant.shift` does this by induction on s and then takes s to be `r.val`, the representative of r between 0 and N − 1.

Now write out the product with a projector:

(H P_k)_(m,n) = (1/N) Σ_j H_(m,j) e(k(j − n)).

As j runs once round the ring, so does m + n − j. Replacing j by m + n − j gives

(H P_k)_(m,n) = (1/N) Σ_j H_(m,m+n−j) e(k(m − j)).

The entry H_(m,m+n−j) is H_(j,n) with both sites moved by m − j, so the two are equal. Therefore

(H P_k)_(m,n) = Σ_j (P_k)_(m,j) H_(j,n) = (P_k H)_(m,n).

In Lean, `Equiv.sum_comp` with `Equiv.subLeft (m + n)` performs the reflection of the summation index, and `h1` is the equality of the two entries of H.

## One number for each momentum

The value of H on a sector comes from a similar substitution. In the sum for H P_k, set j = m − r, so that r is the hopping distance. Moving both sites by m − r turns H_(r,0) into H_(m,m−r), and the phase factorises:

(H P_k)_(m,n) = (1/N) Σ_r H_(m,m−r) e(k(m − r − n))
= [Σ_r H_(r,0) e(−kr)] e(k(m − n))/N
= E_k (P_k)_(m,n).

This is `mul_blochProjector`; its `h1` is the shift of the hopping amplitude and its `h2` the splitting of the phase. Completeness then gives

H = H Σ_k P_k = Σ_k H P_k = Σ_k E_k P_k,

and the `calc` block of `band_decomposition` goes through the same three equalities.

For a translation-invariant H on the two-site ring, with on-site energy α = H_(0,0) and hopping amplitude β = H_(1,0), the result is E_0 = α + β and E_1 = α − β. These multiply the symmetric and antisymmetric combinations of the two sites.
